# Centre derivatives of a one-dimensional Gaussian overlap are Pulay integrals that sum to zero

When a nucleus is displaced in a calculation with atom-centred Gaussians, its basis functions move with it, and their overlaps with functions on other atoms change. How large is that change, and what is left of it if the neighbouring atom makes the same displacement?

Take two orbitals on the line, \(g_{a,A}(x)=e^{-a(x-A)^2}\) and \(g_{b,B}(x)=e^{-b(x-B)^2}\), with exponents \(a,b>0\) and centres \(A,B\). Their overlap and a second integral, called the Pulay integral in this text, are

\[
S=\int g_{a,A}\,g_{b,B}\,dx,\qquad
D_{ab}(A,B)=\int 2a(x-A)\,g_{a,A}\,g_{b,B}\,dx .
\]

The results are \(\partial S/\partial A=D_{ab}(A,B)\), \(\partial S/\partial B=D_{ba}(B,A)\), and that these two derivatives add up to zero. They extend to finite contractions. Such overlap derivatives enter the Pulay force in electronic-structure codes; the model here covers only one-dimensional s-type functions and their overlap, without Hamiltonian integrals or a self-consistent density.

## Orbitals that follow their centres rigidly

The first assumption is built into the definitions: displacing an atom changes the centre of its orbital and nothing else.

```lean
import Mathlib

open MeasureTheory

namespace GaussianPulay

noncomputable section
```

`gaussian a A x` is the orbital, without a normalisation constant.

```lean
/-- The primitive Gaussian orbital with exponent `a` and centre `A`. -/
def gaussian (a A x : ℝ) : ℝ := Real.exp (-a * (x - A) ^ 2)
```

`gaussianDeriv` carries the extra factor \(2a(x-A)\).

```lean
/-- The Gaussian orbital multiplied by the factor `2a(x - A)`. -/
def gaussianDeriv (a A x : ℝ) : ℝ := 2 * a * (x - A) * gaussian a A x
```

`overlap a b A B` is \(S\), a Lebesgue integral over the real line.

```lean
/-- The overlap integral of two primitive Gaussians. -/
def overlap (a b A B : ℝ) : ℝ := ∫ x, gaussian a A x * gaussian b B x
```

`pulay a b A B` is \(D_{ab}(A,B)\). Exchanging the roles of the orbitals gives `pulay b a B A`, which is \(D_{ba}(B,A)\).

```lean
/-- The Pulay integral: the overlap with the extra factor `2a(x - A)`. -/
def pulay (a b A B : ℝ) : ℝ := ∫ x, gaussianDeriv a A x * gaussian b B x
```

Two abbreviations serve the derivation. With \(p=a+b\), the weighted centre is \(P=(aA+bB)/p\),

```lean
/-- The exponent-weighted centre of two Gaussians. -/
def centre (a b A B : ℝ) : ℝ := (a * A + b * B) / (a + b)
```

and the prefactor is \(K=e^{-ab(A-B)^2/p}\).

```lean
/-- The distance-dependent prefactor of a product of two Gaussians. -/
def prefactor (a b A B : ℝ) : ℝ := Real.exp (-(a * b * (A - B) ^ 2 / (a + b)))
```

By hand, rigidity enters through the chain rule:

\[
\frac{\partial}{\partial A}e^{-a(x-A)^2}=2a(x-A)\,e^{-a(x-A)^2}.
\]

In Lean, `HasDerivAt f f' A` says that `f` is differentiable at `A` with derivative `f'`. The proof differentiates \(x-X\) with respect to \(X\), then its square, then the exponential, and `ring` matches the result to `gaussianDeriv`. No sign of \(a\) is needed.

```lean
/-- The derivative of a Gaussian orbital with respect to its centre is the orbital
multiplied by `2a(x - A)`. -/
theorem hasDerivAt_gaussian (a A x : ℝ) :
    HasDerivAt (fun X => gaussian a X x) (gaussianDeriv a A x) A := by
  have d := (hasDerivAt_id' A).const_sub x
  have h := ((d.fun_mul d).const_mul (-a)).exp
  convert h using 1
  · funext X
    simp only [gaussian, sq]
  · simp only [gaussianDeriv, gaussian, sq]
    ring
```

Without rigidity the rule can fail. Give the first orbital a coefficient \(c(A)=1+A\) and set \(a=b=1\), \(A=B=0\). The Pulay integral vanishes, but the derivative of \(c(A)S\) with respect to \(A\) is \(S=\sqrt{\pi/2}\), which comes entirely from the changing coefficient.

## Exponents that make the product decay

Positive exponents mean that each orbital is localised and normalisable. For the integrals, what matters is the consequence \(p>0\).

Expanding the total exponent and completing the square gives

\[
\begin{aligned}
a(x-A)^2+b(x-B)^2
&=p(x-P)^2+aA^2+bB^2-\frac{(aA+bB)^2}{p}\\
&=p(x-P)^2+\frac{ab(A-B)^2}{p},
\end{aligned}
\]

so \(g_{a,A}\,g_{b,B}=K\,g_{p,P}\). Writing \(x-A=(x-P)+(P-A)\) splits the Pulay integrand:

\[
2a(x-A)\,g_{a,A}\,g_{b,B}=2aK(x-P)\,g_{p,P}+2a(P-A)\,g_{a,A}\,g_{b,B}.
\]

The next theorem proves both identities and needs only \(p\neq0\). `field_simp` and `ring` complete the square; `linear_combination` obtains the second identity from the first, multiplied by \(2a(x-P)\).

```lean
/-- The product of two Gaussians is a constant times a Gaussian about the weighted centre, and the
Pulay integrand is a part odd about that centre plus a multiple of the overlap integrand. -/
theorem gaussian_mul {a b : ℝ} (hab : a + b ≠ 0) (A B x : ℝ) :
    gaussian a A x * gaussian b B x
        = prefactor a b A B * gaussian (a + b) (centre a b A B) x ∧
    gaussianDeriv a A x * gaussian b B x
        = 2 * a * prefactor a b A B *
            ((x - centre a b A B) * gaussian (a + b) (centre a b A B) x)
          + 2 * a * (centre a b A B - A) * (gaussian a A x * gaussian b B x) := by
  have h : gaussian a A x * gaussian b B x
      = prefactor a b A B * gaussian (a + b) (centre a b A B) x := by
    unfold gaussian prefactor centre
    rw [← Real.exp_add, ← Real.exp_add]
    congr 1
    field_simp
    ring
  refine ⟨h, ?_⟩
  unfold gaussianDeriv
  linear_combination (2 * a * (x - centre a b A B)) * h
```

Two moments are required. After the shift \(x\to x+P\), the zeroth is the standard Gaussian integral \(\sqrt{\pi/p}\), and the first vanishes because its integrand is odd. The Lean proof makes the same shift and then reflects \(x\to-x\). It has no hypothesis on \(p\): for \(p\le0\) both integrals diverge and Lean assigns them the value zero, which its conventions for division by zero and for square roots of negative numbers also give to \(\sqrt{\pi/p}\). The physical content is the case \(p>0\).

```lean
/-- The integral of a Gaussian is `√(π/p)`, and its first moment about its centre vanishes. -/
theorem gaussian_moments (p P : ℝ) :
    ∫ x, gaussian p P x = Real.sqrt (Real.pi / p) ∧
    ∫ x, (x - P) * gaussian p P x = 0 := by
  constructor
  · exact (integral_sub_right_eq_self (μ := volume)
      (fun x : ℝ => Real.exp (-p * x ^ 2)) P).trans (integral_gaussian p)
  · refine (integral_sub_right_eq_self (μ := volume)
      (fun x : ℝ => x * Real.exp (-p * x ^ 2)) P).trans ?_
    -- reflection changes the sign of the integrand
    have h := integral_neg_eq_self (fun x : ℝ => x * Real.exp (-p * x ^ 2)) volume
    have h2 : ∫ x : ℝ, (-x) * Real.exp (-p * (-x) ^ 2)
        = -∫ x : ℝ, x * Real.exp (-p * x ^ 2) := by
      rw [← integral_neg]
      congr 1
      funext x
      rw [neg_sq, neg_mul]
    linarith
```

Positivity does its work in the integrability proof, where both integrands are built from a decaying Gaussian and its first-moment function.

```lean
/-- The integrands of the overlap and of the Pulay integral are integrable. -/
theorem integrable_products {a b : ℝ} (ha : 0 < a) (hb : 0 < b) (A B : ℝ) :
    Integrable (fun x => gaussian a A x * gaussian b B x) ∧
    Integrable (fun x => gaussianDeriv a A x * gaussian b B x) := by
  have hp : 0 < a + b := add_pos ha hb
  have i0 : Integrable (fun x => gaussian (a + b) (centre a b A B) x) :=
    (integrable_exp_neg_mul_sq hp).comp_sub_right (centre a b A B)
  have i1 : Integrable (fun x =>
      (x - centre a b A B) * gaussian (a + b) (centre a b A B) x) :=
    (integrable_mul_exp_neg_mul_sq hp).comp_sub_right (centre a b A B)
  have i2 : Integrable (fun x => gaussian a A x * gaussian b B x) := by
    rw [funext fun x => (gaussian_mul hp.ne' A B x).1]
    exact i0.const_mul _
  refine ⟨i2, ?_⟩
  rw [funext fun x => (gaussian_mul hp.ne' A B x).2]
  exact (i1.const_mul _).add (i2.const_mul _)
```

Integrating the two identities, with \(P-A=-b(A-B)/p\), gives

\[
S=\sqrt{\frac{\pi}{p}}\;K,\qquad
D_{ab}(A,B)=-\frac{2ab(A-B)}{p}\,S .
\]

For normalised orbitals, both \(S\) and \(D_{ab}\) are multiplied by \((2a/\pi)^{1/4}(2b/\pi)^{1/4}\), so the overlap becomes \(\sqrt{2\sqrt{ab}/p}\;K\).

The Lean proof uses integrability to integrate the sum term by term.

```lean
/-- The overlap in closed form, and the Pulay integral as `-2ab(A - B)/(a + b)` times
the overlap. -/
theorem closed_forms {a b : ℝ} (ha : 0 < a) (hb : 0 < b) (A B : ℝ) :
    overlap a b A B = Real.sqrt (Real.pi / (a + b)) * prefactor a b A B ∧
    pulay a b A B = -(2 * a * b * (A - B) / (a + b)) * overlap a b A B := by
  have hp : a + b ≠ 0 := (add_pos ha hb).ne'
  constructor
  · unfold overlap
    rw [funext fun x => (gaussian_mul hp A B x).1, integral_const_mul,
      (gaussian_moments _ _).1, mul_comm]
  · have i1 : Integrable (fun x =>
        (x - centre a b A B) * gaussian (a + b) (centre a b A B) x) :=
      (integrable_mul_exp_neg_mul_sq (add_pos ha hb)).comp_sub_right (centre a b A B)
    have hc : 2 * a * (centre a b A B - A) = -(2 * a * b * (A - B) / (a + b)) := by
      unfold centre
      field_simp
      ring
    unfold pulay overlap
    rw [funext fun x => (gaussian_mul hp A B x).2,
      integral_add (i1.const_mul _) ((integrable_products ha hb A B).1.const_mul _),
      integral_const_mul, integral_const_mul, (gaussian_moments _ _).2, hc,
      mul_zero, zero_add]
```

Differentiating the closed form gives

\[
\frac{\partial S}{\partial A}=-\frac{2ab(A-B)}{p}\,S=D_{ab}(A,B).
\]

Exchanging the orbitals leaves \(S\) unchanged and gives

\[
\frac{\partial S}{\partial B}=D_{ba}(B,A)=-\frac{2ab(B-A)}{p}\,S,
\]

the opposite value. The sum is therefore zero, as translation invariance demands: \(S\) depends only on \(A-B\).

The theorem follows the same route. `key` differentiates the closed form and compares it with the Pulay integral, so no derivative has to be taken under the integral sign. `comm` exchanges the orbitals, and `ring` finishes the cancellation.

```lean
/-- The derivatives of the overlap with respect to the two centres are the two Pulay
integrals, and these add up to zero. -/
theorem overlap_derivatives {a b : ℝ} (ha : 0 < a) (hb : 0 < b) (A B : ℝ) :
    HasDerivAt (fun X => overlap a b X B) (pulay a b A B) A ∧
    HasDerivAt (fun Y => overlap a b A Y) (pulay b a B A) B ∧
    pulay a b A B + pulay b a B A = 0 := by
  have key : ∀ a b A B : ℝ, 0 < a → 0 < b →
      HasDerivAt (fun X => overlap a b X B) (pulay a b A B) A := by
    intro a b A B ha hb
    have d := (hasDerivAt_id' A).sub_const B
    have h := ((((d.fun_mul d).const_mul (a * b)).div_const (a + b)).fun_neg.exp).const_mul
      (Real.sqrt (Real.pi / (a + b)))
    have e : (fun X => overlap a b X B) = fun X => Real.sqrt (Real.pi / (a + b)) *
        Real.exp (-(a * b * ((X - B) * (X - B)) / (a + b))) := by
      funext X
      rw [(closed_forms ha hb X B).1]
      simp only [prefactor, sq]
    rw [e]
    refine h.congr_deriv ?_
    rw [(closed_forms ha hb A B).2, (closed_forms ha hb A B).1]
    simp only [prefactor, sq]
    ring
  have comm : ∀ Y, overlap a b A Y = overlap b a Y A := fun Y => by
    unfold overlap
    simp only [mul_comm]
  refine ⟨key a b A B ha hb, ?_, ?_⟩
  · rw [funext comm]
    exact key b a B A hb ha
  · rw [(closed_forms ha hb A B).2, (closed_forms hb ha B A).2, ← comm B, add_comm b a]
    ring
```

If the exponents may have any sign, the integrals can cease to exist. For \(a=1\), \(b=-1\) the product is \(e^{2(A-B)x+B^2-A^2}\), whose integral over the line diverges for every pair of centres.

## Two exponents that are each non-zero

For a pair of primitives, the Pulay integral vanishes exactly when the centres coincide. By hand, \(S>0\) and \(2ab/p>0\), so \(D_{ab}(A,B)=0\) forces \(A-B=0\); conversely, \(A=B\) makes the formula zero.

The proof establishes these two positivity statements as `hS` and `hk`, then cancels the corresponding factors.

```lean
/-- The Pulay integral of two Gaussians vanishes exactly when their centres coincide. -/
theorem pulay_eq_zero_iff {a b : ℝ} (ha : 0 < a) (hb : 0 < b) (A B : ℝ) :
    pulay a b A B = 0 ↔ A = B := by
  have hS : 0 < overlap a b A B := by
    rw [(closed_forms ha hb A B).1]
    exact mul_pos (Real.sqrt_pos.mpr (div_pos Real.pi_pos (add_pos ha hb))) (Real.exp_pos _)
  rw [(closed_forms ha hb A B).2]
  constructor
  · intro h
    have h1 := (mul_eq_zero.mp h).resolve_right hS.ne'
    have hk : 0 < 2 * a * b / (a + b) := by positivity
    have h2 : 2 * a * b / (a + b) * (A - B) = 0 := by linear_combination -h1
    exact sub_eq_zero.mp ((mul_eq_zero.mp h2).resolve_left hk.ne')
  · intro h
    simp [h]
```

Here \(p>0\) alone is not enough. Take \(a=0\), \(b=1\), \(A=0\), \(B=1\). The first "orbital" is the constant 1, the overlap is \(\sqrt\pi\), and the Pulay integral is zero although the centres differ. A flat function has no position for the overlap to depend on.

## Finitely many primitives with fixed coefficients

A contracted orbital is a finite sum \(\chi_A=\sum_i c_i\,g_{a_i,A}\), and similarly \(\eta_B=\sum_j d_j\,g_{b_j,B}\). The finite index types `ι` and `κ` label the primitives. The coefficients are arbitrary real numbers, which may include normalisation constants, and every exponent is positive.

Finiteness lets the integral pass through both sums:

\[
\int\chi_A\,\eta_B\,dx=\sum_{i,j}c_i d_j\int g_{a_i,A}\,g_{b_j,B}\,dx .
\]

The following lemma proves this expansion for any two finite families of functions whose pairwise products are integrable.

```lean
variable {ι κ : Type*} [Fintype ι] [Fintype κ]

/-- If all pairwise products of primitives are integrable, the integral of a product of two
contracted functions is the double sum of the integrals of these products, each weighted by its two
coefficients. -/
theorem integral_contracted (c : ι → ℝ) (d : κ → ℝ) (F : ι → ℝ → ℝ) (G : κ → ℝ → ℝ)
    (h : ∀ i j, Integrable (fun x => F i x * G j x)) :
    ∫ x, (∑ i, c i * F i x) * (∑ j, d j * G j x)
      = ∑ i, ∑ j, c i * d j * ∫ x, F i x * G j x := by
  have e : ∀ x, (∑ i, c i * F i x) * (∑ j, d j * G j x)
      = ∑ i, ∑ j, c i * d j * (F i x * G j x) := fun x => by
    rw [Finset.sum_mul_sum]
    exact Finset.sum_congr rfl fun i _ => Finset.sum_congr rfl fun j _ => by ring
  rw [funext e, integral_finsetSum _ (fun i _ =>
    integrable_finsetSum _ fun j _ => (h i j).const_mul _)]
  refine Finset.sum_congr rfl fun i _ => ?_
  rw [integral_finsetSum _ (fun j _ => (h i j).const_mul _)]
  exact Finset.sum_congr rfl fun j _ => integral_const_mul _ _
```

For an infinite contraction, convergence would have to be assumed separately: with every \(c_i=1\) and every \(a_i=1\), the orbital itself diverges.

The contracted orbital is `contracted`,

```lean
/-- The contracted Gaussian orbital with coefficients `c` and exponents `a` on centre `A`. -/
def contracted (c a : ι → ℝ) (A x : ℝ) : ℝ := ∑ i, c i * gaussian (a i) A x
```

and `contractedDeriv` multiplies each primitive by its own factor \(2a_i(x-A)\).

```lean
/-- The contracted orbital with each primitive multiplied by its factor `2aᵢ(x - A)`. -/
def contractedDeriv (c a : ι → ℝ) (A x : ℝ) : ℝ := ∑ i, c i * gaussianDeriv (a i) A x
```

Since the coefficients are constant, the derivative passes through the finite sums:

\[
\begin{aligned}
\frac{\partial}{\partial A}\int\chi_A\,\eta_B\,dx
&=\sum_{i,j}c_i d_j\,D_{a_i b_j}(A,B),\\
\frac{\partial}{\partial B}\int\chi_A\,\eta_B\,dx
&=\sum_{i,j}c_i d_j\,D_{b_j a_i}(B,A).
\end{aligned}
\]

Each pair contributes \(c_i d_j\,[D_{a_i b_j}(A,B)+D_{b_j a_i}(B,A)]=0\) to their sum.

The final theorem states both derivatives and the cancellation. In its proof, `hS`, `hA` and `hB` expand the overlap and the two Pulay integrals; `HasDerivAt.fun_sum` differentiates term by term, and the primitive sum rule removes each pair. The hypotheses `ha` and `hb` supply positivity for every primitive.

```lean
/-- For contracted Gaussians, the derivative of the overlap with respect to either centre
is the corresponding Pulay integral, and the two Pulay integrals add up to zero. -/
theorem contracted_overlap_derivatives (c a : ι → ℝ) (d b : κ → ℝ)
    (ha : ∀ i, 0 < a i) (hb : ∀ j, 0 < b j) (A B : ℝ) :
    HasDerivAt (fun X => ∫ x, contracted c a X x * contracted d b B x)
      (∫ x, contractedDeriv c a A x * contracted d b B x) A ∧
    HasDerivAt (fun Y => ∫ x, contracted c a A x * contracted d b Y x)
      (∫ x, contracted c a A x * contractedDeriv d b B x) B ∧
    (∫ x, contractedDeriv c a A x * contracted d b B x)
      + ∫ x, contracted c a A x * contractedDeriv d b B x = 0 := by
  -- expand all three integrals in primitives
  have hS : ∀ X Y, ∫ x, contracted c a X x * contracted d b Y x
      = ∑ i, ∑ j, c i * d j * overlap (a i) (b j) X Y := fun X Y =>
    integral_contracted c d (fun i => gaussian (a i) X) (fun j => gaussian (b j) Y)
      fun i j => (integrable_products (ha i) (hb j) X Y).1
  have hA : ∫ x, contractedDeriv c a A x * contracted d b B x
      = ∑ i, ∑ j, c i * d j * pulay (a i) (b j) A B :=
    integral_contracted c d (fun i => gaussianDeriv (a i) A) (fun j => gaussian (b j) B)
      fun i j => (integrable_products (ha i) (hb j) A B).2
  have hB : ∫ x, contracted c a A x * contractedDeriv d b B x
      = ∑ i, ∑ j, c i * d j * pulay (b j) (a i) B A := by
    refine (integral_contracted c d (fun i => gaussian (a i) A)
      (fun j => gaussianDeriv (b j) B) fun i j => ?_).trans ?_
    · exact (integrable_products (hb j) (ha i) B A).2.congr
        (Filter.Eventually.of_forall fun x => mul_comm _ _)
    · refine Finset.sum_congr rfl fun i _ => Finset.sum_congr rfl fun j _ => ?_
      unfold pulay
      congr 2
      funext x
      exact mul_comm _ _
  rw [hA, hB]
  refine ⟨?_, ?_, ?_⟩
  · rw [funext fun X => hS X B]
    exact HasDerivAt.fun_sum fun i _ => HasDerivAt.fun_sum fun j _ =>
      (overlap_derivatives (ha i) (hb j) A B).1.const_mul _
  · rw [funext fun Y => hS A Y]
    exact HasDerivAt.fun_sum fun i _ => HasDerivAt.fun_sum fun j _ =>
      (overlap_derivatives (ha i) (hb j) A B).2.1.const_mul _
  · -- the contributions cancel pair by pair
    rw [← Finset.sum_add_distrib]
    refine Finset.sum_eq_zero fun i _ => ?_
    rw [← Finset.sum_add_distrib]
    refine Finset.sum_eq_zero fun j _ => ?_
    rw [← mul_add, (overlap_derivatives (ha i) (hb j) A B).2.2, mul_zero]

end

end GaussianPulay
```

The vanishing criterion does not carry over to contractions. Let \(A\neq B\), and let \(D_1,D_2\) be the Pulay integrals of two primitives on \(A\), with different exponents, against the same Gaussian on \(B\). The contraction with coefficients \(c_1=D_2\) and \(c_2=-D_1\) is a non-zero orbital, yet its Pulay integral is \(D_2D_1-D_1D_2=0\).

```lean
#print axioms GaussianPulay.hasDerivAt_gaussian
#print axioms GaussianPulay.pulay_eq_zero_iff
#print axioms GaussianPulay.contracted_overlap_derivatives
```

```
'GaussianPulay.hasDerivAt_gaussian' depends on axioms: [propext, Classical.choice, Quot.sound]
'GaussianPulay.pulay_eq_zero_iff' depends on axioms: [propext, Classical.choice, Quot.sound]
'GaussianPulay.contracted_overlap_derivatives' depends on axioms: [propext, Classical.choice, Quot.sound]
```
